# k New Orbitals with Total Weight above k − 1/2 in the Old Occupied Space Are the Unique Maximum-Overlap Choice

Take one electron in an occupied orbital \(\varphi\). An iteration of a self-consistent-field calculation returns a new orthonormal set of orbitals \(\psi_0, \psi_1, \dots\), and the electron has to be placed in one of them. If the calculation is meant to follow an excited state, the lowest new orbital may be the wrong one. The maximum-overlap criterion takes the new orbital that most resembles the old one, as measured by

\[
p_j = |\langle \varphi, \psi_j\rangle|^2 .
\]

Since \(\varphi\) is normalised and the \(\psi_j\) form a basis, these numbers add up to 1. Suppose that \(p_0 = 0.6\). All the other orbitals together then carry 0.4, so none of them can compete with \(\psi_0\). Any value above one half has the same effect.

With \(k\) occupied orbitals \(\varphi_i\), the weight of a new orbital is \(p_j = \sum_i |\langle \varphi_i, \psi_j\rangle|^2\), and \(k\) new orbitals have to be selected. The condition becomes that the selected set \(J\) carries a total weight above \(k - \tfrac12\). Then every orbital in \(J\) has weight above one half, every other orbital has weight below one half, and any other selection of \(k\) orbitals has a smaller total. This is proved below for orthonormal old orbitals and for new ones that form an orthonormal basis of the same finite-dimensional space.

The condition has a direct meaning. Let each orbital be a spin orbital, which holds one electron. In the Slater determinant built from the old orbitals, \(p_j\) is then the mean occupation of \(\psi_j\). A total above \(k - \tfrac12\) says that, on average, less than half an electron of the old determinant lies outside the selected orbitals.

## What a part of the selected set must carry

The first four steps use only the numbers \(p_j\). Let \(|J|\) be the number of orbitals in \(J\), and let

\[
\delta = |J| - \sum_{j\in J} p_j
\]

be the weight missing from \(J\). If no weight exceeds 1, each orbital in \(J\) contributes a nonnegative amount \(1 - p_j\) to \(\delta\). A part \(A \subseteq J\) therefore misses no more than \(J\) does:

\[
|A| - \sum_{j\in A} p_j = \sum_{j\in A} (1-p_j) \le \sum_{j\in J}(1-p_j) = \delta ,
\]

which gives \(\sum_{j\in A} p_j \ge |A| - \delta\).

In Lean, `ι` is the finite set of labels of the new orbitals, `p : ι → ℝ` assigns a weight to each label, and a selection is a `Finset ι` whose size is `J.card`. The quantity \(\delta\) has no name of its own and appears as `J.card - ∑ j ∈ J, p j`. The proof applies the monotonicity of sums of nonnegative terms to `1 - p i`, and `linarith` rearranges the result.

```lean
import Mathlib

open Finset

namespace MaximumOverlap

noncomputable section

variable {ι : Type*} [Fintype ι] [DecidableEq ι]

omit [Fintype ι] [DecidableEq ι] in
/-- If no weight exceeds one, a part `A` of the selected set `J` carries at least its number of
orbitals minus the weight missing from `J`. -/
theorem card_sub_deficit_le {p : ι → ℝ} (h1 : ∀ j, p j ≤ 1) {A J : Finset ι} (hA : A ⊆ J) :
    (A.card : ℝ) - (J.card - ∑ j ∈ J, p j) ≤ ∑ j ∈ A, p j := by
  -- the missing weights `1 - p j` are nonnegative, so `A` misses no more than `J`
  have h := Finset.sum_le_sum_of_subset_of_nonneg (f := fun i => 1 - p i) hA
    (fun i _ _ => sub_nonneg.2 (h1 i))
  simp only [Finset.sum_sub_distrib, Finset.sum_const, nsmul_eq_mul, mul_one] at h
  linarith
```

## What is left for the other orbitals

Now let \(A\) have no orbital in common with \(J\). If all weights are nonnegative, the union of the two sets carries at most the total weight:

\[
\sum_{j\in A} p_j + \sum_{j\in J} p_j = \sum_{j\in A\cup J} p_j \le \sum_j p_j .
\]

Hence \(A\) carries at most \(\sum_j p_j - \sum_{j\in J} p_j\). When the weights sum to \(|J|\), this remainder is again \(\delta\): the weight missing from \(J\) is the weight found outside it.

The lemma is stated for an arbitrary total. `Finset.sum_union` splits the sum over the union, which is where disjointness is used.

```lean
/-- If all weights are nonnegative, a set of orbitals disjoint from `J` carries at most the total
weight minus the weight of `J`. -/
theorem sum_le_remainder {p : ι → ℝ} (h0 : ∀ j, 0 ≤ p j) {A J : Finset ι}
    (hA : Disjoint A J) : ∑ j ∈ A, p j ≤ ∑ j, p j - ∑ j ∈ J, p j := by
  have h : ∑ j ∈ A ∪ J, p j ≤ ∑ j, p j :=
    Finset.sum_le_sum_of_subset_of_nonneg (Finset.subset_univ _) (fun i _ _ => h0 i)
  rw [Finset.sum_union hA] at h
  linarith
```

## The gap between two selections

Let the weights lie in \([0,1]\) and sum to \(|J|\), and compare \(J\) with another set \(K\). The orbitals in both sets contribute equally and cancel, which leaves the two set differences:

\[
\sum_{j\in J} p_j - \sum_{j\in K} p_j
= \sum_{j\in J\setminus K} p_j - \sum_{j\in K\setminus J} p_j .
\]

The set \(J\setminus K\) is a part of \(J\), so it carries at least \(|J\setminus K| - \delta\). The set \(K\setminus J\) is disjoint from \(J\), so it carries at most \(\delta\). Together,

\[
\sum_{j\in J} p_j - \sum_{j\in K} p_j \ge |J\setminus K| - 2\delta .
\]

The more orbitals are exchanged, the larger the guaranteed loss of weight. The bound holds for a set \(K\) of any size.

In the proof, `hin` and `hout` are the two estimates, while `hJ` and `hK` split each sum into its common part and its difference. `linarith` then combines these four relations with the sum rule `hsum`.

```lean
/-- For weights in `[0, 1]` whose sum is the number of orbitals in `J`, the weight of `J` exceeds
that of any set `K` by at least the number of orbitals of `J` absent from `K`, minus twice the
weight missing from `J`. -/
theorem overlap_gap {p : ι → ℝ} (h0 : ∀ j, 0 ≤ p j) (h1 : ∀ j, p j ≤ 1) {J : Finset ι}
    (hsum : ∑ j, p j = J.card) (K : Finset ι) :
    ((J \ K).card : ℝ) - 2 * (J.card - ∑ j ∈ J, p j) ≤ ∑ j ∈ J, p j - ∑ j ∈ K, p j := by
  have hin := card_sub_deficit_le h1 (Finset.sdiff_subset : J \ K ⊆ J)
  have hout := sum_le_remainder h0 (Finset.sdiff_disjoint : Disjoint (K \ J) J)
  -- the common orbitals cancel in the comparison
  have hJ := Finset.sum_inter_add_sum_sdiff J K p
  have hK := Finset.sum_inter_add_sum_sdiff K J p
  rw [Finset.inter_comm K J] at hK
  linarith
```

## From less than half an electron missing to a unique selection

Let the weights sum to \(k\), let \(|J| = k\), and let \(J\) carry more than \(k - \tfrac12\), so that \(\delta < \tfrac12\). The three conclusions follow in turn.

For \(j \in J\), the first estimate with \(A = \{j\}\) gives \(p_j \ge 1 - \delta > \tfrac12\).

For \(j \notin J\), the second estimate with \(A = \{j\}\) gives \(p_j \le \delta < \tfrac12\).

For a set \(K \ne J\) with \(|K| = k\), at least one orbital of \(J\) is absent from \(K\). Otherwise \(J\) would be contained in \(K\), and two sets of equal size, one inside the other, are equal. So \(|J\setminus K| \ge 1\), and the gap is at least \(1 - 2\delta > 0\).

The hypotheses `h0` and `h1` place the weights in \([0,1]\), `hsum` is the sum rule, `hJ` fixes the size of the selection, and `hS` is the condition on its total weight. The three bullets of the proof are the three arguments above. In the last one, `hpos` records that \(J\setminus K\) is not empty, and `hone` turns this into the real inequality \(1 \le |J\setminus K|\).

```lean
/-- Let weights in `[0, 1]` sum to `k`, and let a set `J` of `k` orbitals carry more than
`k - 1/2`. Then each weight in `J` is above one half, each weight outside is below one half, and
every other set of `k` orbitals has strictly smaller total weight. -/
theorem selection_unique {p : ι → ℝ} {k : ℕ} (h0 : ∀ j, 0 ≤ p j) (h1 : ∀ j, p j ≤ 1)
    (hsum : ∑ j, p j = k) {J : Finset ι} (hJ : J.card = k)
    (hS : (k : ℝ) - 1 / 2 < ∑ j ∈ J, p j) :
    (∀ j ∈ J, 1 / 2 < p j) ∧ (∀ j, j ∉ J → p j < 1 / 2) ∧
      ∀ K : Finset ι, K.card = k → K ≠ J → ∑ j ∈ K, p j < ∑ j ∈ J, p j := by
  subst hJ
  refine ⟨fun j hj => ?_, fun j hj => ?_, fun K hK hne => ?_⟩
  · have h := card_sub_deficit_le h1 (Finset.singleton_subset_iff.2 hj)
    simp only [Finset.card_singleton, Finset.sum_singleton, Nat.cast_one] at h
    linarith
  · have h := sum_le_remainder h0 (Finset.disjoint_singleton_left.2 hj)
    simp only [Finset.sum_singleton] at h
    linarith
  · -- a different set of the same size misses at least one orbital of `J`
    have hpos : 0 < (J \ K).card := by
      rw [Finset.card_pos, Finset.sdiff_nonempty]
      intro hsub
      exact hne (Finset.eq_of_subset_of_card_le hsub hK.le).symm
    have hone : (1 : ℝ) ≤ ((J \ K).card : ℝ) := by exact_mod_cast hpos
    have h := overlap_gap h0 h1 hsum K
    linarith
```

## A tie at exactly one half

The inequality in the condition has to be strict. Take \(k = 1\) and two new orbitals with \(p_0 = p_1 = \tfrac12\). This occurs when the old orbital is \(\varphi = (\psi_0 + \psi_1)/\sqrt2\). The set \(\{0\}\) carries exactly \(k - \tfrac12 = \tfrac12\), and \(\{1\}\) carries the same, so the criterion has no preference.

The Lean statement concerns the two numbers alone. It records that they sum to 1, that the first set sits exactly at the threshold, and that the two sets tie.

```lean
/-- The strict bound cannot be relaxed to equality: for two weights of one half and `k = 1`, the
first orbital carries exactly `k - 1/2`, and the second carries the same weight. -/
theorem threshold_sharp :
    let p : Fin 2 → ℝ := fun _ => 1 / 2
    ∑ j, p j = 1 ∧ ∑ j ∈ ({0} : Finset (Fin 2)), p j = 1 - 1 / 2 ∧
      ∑ j ∈ ({1} : Finset (Fin 2)), p j = ∑ j ∈ ({0} : Finset (Fin 2)), p j := by
  refine ⟨?_, ?_, ?_⟩ <;> norm_num [Fin.sum_univ_two]
```

## The weight of an orbital in the old occupied space

The remaining steps show that orbital weights satisfy the assumptions made about the numbers \(p_j\). For a vector \(x\) in the one-particle space,

\[
p(x) = \sum_i |\langle \varphi_i, x\rangle|^2 .
\]

If the \(\varphi_i\) are orthonormal, this is the squared length of the projection of \(x\) onto the old occupied space. A ranking by a sum of unsquared overlaps is a different criterion.

The one-particle space is `E`, a complex inner product space. The old orbitals are a family `φ : Fin k → E`, numbered from 0 to \(k-1\), and `inner ℂ` is conjugate-linear in its first argument, as a bracket is in physics. The definition accepts any vector `x`; the reading as a fraction between 0 and 1 belongs to normalised ones.

```lean
variable {E : Type*} [NormedAddCommGroup E] [InnerProductSpace ℂ E] {k : ℕ}

/-- The maximum-overlap weight of an orbital `x`: the sum of its squared overlaps with the `k`
previously occupied orbitals `φ`. -/
def weight (φ : Fin k → E) (x : E) : ℝ := ∑ i, ‖inner ℂ (φ i) x‖ ^ 2
```

## No orbital has weight above one

Write \(c_i = \langle\varphi_i, x\rangle\) and remove from \(x\) its components along the old orbitals. For orthonormal \(\varphi_i\), the squared length of what remains is

\[
0 \le \Big\| x - \sum_i c_i \varphi_i \Big\|^2
= \|x\|^2 - 2\sum_i |c_i|^2 + \sum_i |c_i|^2
= \|x\|^2 - \sum_i |c_i|^2 .
\]

With \(\|x\| = 1\) this gives \(p(x) \le 1\). It is Bessel's inequality, which Mathlib provides as `sum_inner_products_le`. The lower bound \(p(x) \ge 0\) is immediate, since the weight is a sum of squares.

```lean
/-- For orthonormal old orbitals, the weight of a normalised orbital is at most one. -/
theorem weight_le_one {φ : Fin k → E} (hφ : Orthonormal ℂ φ) {x : E} (hx : ‖x‖ = 1) :
    weight φ x ≤ 1 := by
  have h := hφ.sum_inner_products_le (x := x) (s := Finset.univ)
  rw [hx, one_pow] at h
  exact h
```

## The weights sum to the number of occupied orbitals

Expand each old orbital in the new basis, \(\varphi_i = \sum_j \langle\psi_j,\varphi_i\rangle\,\psi_j\). Since \(\varphi_i\) is normalised,

\[
1 = \|\varphi_i\|^2 = \sum_j |\langle \psi_j, \varphi_i\rangle|^2 = \sum_j |\langle \varphi_i, \psi_j\rangle|^2 .
\]

Summing over the \(k\) old orbitals and exchanging the two finite sums gives

\[
\sum_j p(\psi_j) = \sum_i \sum_j |\langle \varphi_i, \psi_j\rangle|^2 = k .
\]

Only the normalisation of the old orbitals enters here, not their orthogonality. In Lean, `ψ : OrthonormalBasis ι ℂ E` is the complete set of new orbitals, occupied and virtual. Its coordinate map `ψ.repr` preserves the norm, which yields the inner statement `parseval`; `Finset.sum_comm` exchanges the sums.

```lean
omit [DecidableEq ι] in
/-- The weights of an orthonormal basis of new orbitals sum to the number `k` of old occupied
orbitals, when these are normalised. -/
theorem sum_weight {φ : Fin k → E} (hφ : ∀ i, ‖φ i‖ = 1) (ψ : OrthonormalBasis ι ℂ E) :
    ∑ j, weight φ (ψ j) = k := by
  -- Parseval's identity for each old orbital
  have parseval : ∀ i, ∑ j, ‖inner ℂ (φ i) (ψ j)‖ ^ 2 = 1 := by
    intro i
    have h := EuclideanSpace.norm_sq_eq (ψ.repr (φ i))
    rw [LinearIsometryEquiv.norm_map, hφ i, one_pow] at h
    rw [h]
    refine Finset.sum_congr rfl fun j _ => ?_
    rw [ψ.repr_apply_apply, norm_inner_symm]
  unfold weight
  rw [Finset.sum_comm]
  simp [parseval]
```

## The selection rule for orbitals

All assumptions on the numbers are now available for \(p_j = p(\psi_j)\), and the selection result applies. One conclusion can be sharpened. If \(p_j > \tfrac12\), then \(j\) must belong to \(J\), because outside \(J\) the weight would be below one half. So \(J\) is exactly the set of new orbitals with weight above one half.

The theorem reads as follows. Let `φ` be \(k\) orthonormal old orbitals and `ψ` an orthonormal basis of new ones, and let `J` contain \(k\) labels with total weight above \(k - \tfrac12\). Then a label is in `J` if and only if its weight exceeds one half, every label outside `J` has weight below one half, and every other set of \(k\) labels has a strictly smaller total. The proof passes the orbital weights to `selection_unique`, with nonnegativity, Bessel's inequality and the sum rule as inputs; the last two lines supply the converse direction of the equivalence.

```lean
/-- Let the `k` old occupied orbitals be orthonormal and the new orbitals an orthonormal basis. If
`k` new orbitals `J` have total weight above `k - 1/2`, they are exactly those of weight above one
half, all others lie below one half, and any other choice of `k` has smaller total weight. -/
theorem maximum_overlap_selection {φ : Fin k → E} (hφ : Orthonormal ℂ φ)
    (ψ : OrthonormalBasis ι ℂ E) {J : Finset ι} (hJ : J.card = k)
    (hS : (k : ℝ) - 1 / 2 < ∑ j ∈ J, weight φ (ψ j)) :
    (∀ j, j ∈ J ↔ 1 / 2 < weight φ (ψ j)) ∧ (∀ j, j ∉ J → weight φ (ψ j) < 1 / 2) ∧
      ∀ K : Finset ι, K.card = k → K ≠ J →
        ∑ j ∈ K, weight φ (ψ j) < ∑ j ∈ J, weight φ (ψ j) := by
  obtain ⟨hin, hout, huniq⟩ := selection_unique (p := fun j => weight φ (ψ j))
    (fun j => Finset.sum_nonneg fun i _ => sq_nonneg _)
    (fun j => weight_le_one hφ (ψ.orthonormal.1 j)) (sum_weight hφ.1 ψ) hJ hS
  refine ⟨fun j => ⟨hin j, fun hj => ?_⟩, hout, huniq⟩
  by_contra hnot
  exact lt_asymm hj (hout j hnot)

end

end MaximumOverlap
```

For a maximum-overlap calculation in a finite basis, this gives a simple check on a single update: add up the \(k\) largest weights, and if the sum exceeds \(k - \tfrac12\), the selection is free of ties. A smaller sum decides nothing by itself. Whether the iteration converges, or stays with the intended state over many updates, is a separate question.

The step from the model to a program is the identification of coefficient vectors with elements of `E`. In a non-orthogonal atomic-orbital basis, the inner product of two coefficient vectors must contain the overlap matrix, and both sets of orbitals must be orthonormal with respect to it.

## Two identical old orbitals

Normalised old orbitals are not enough. The example that shows this is a mathematical one, not a physical state: a Slater determinant with two identical spin orbitals vanishes. Let \(\psi_0, \psi_1, \psi_2\) be an orthonormal basis, let \(k = 2\), and put \(\varphi_0 = \varphi_1 = \psi_0\). The weights are

\[
p_0 = 2, \qquad p_1 = 0, \qquad p_2 = 0 .
\]

They still sum to \(k\), and \(J = \{0, 1\}\) carries \(2 > \tfrac32\). Yet \(\psi_1\) is in \(J\) with weight 0, and \(\{0, 2\}\) has the same total as \(J\). The excess weight of \(\psi_0\) hides the complete absence of \(\psi_1\), which the bound \(p_j \le 1\) would have prevented.

```lean
#print axioms MaximumOverlap.threshold_sharp
-- 'MaximumOverlap.threshold_sharp' depends on axioms: [propext, Classical.choice, Quot.sound]
#print axioms MaximumOverlap.maximum_overlap_selection
-- 'MaximumOverlap.maximum_overlap_selection' depends on axioms: [propext, Classical.choice, Quot.sound]
```
